# The hafnian of a sum of two contractions is a sum over ways to split the fields

Let c and d be two contractions with values in a commutative ring, and let L be a finite list of field insertions. Then

haf_(c+d)(L) = Σ_S haf_c(L|S) · haf_d(L|Sᶜ),

where S runs over all sets of positions in L, Sᶜ is the complement of S, and L|S is the list of entries at the positions in S, in their original order. The hafnian haf_c(L) is the sum over all complete pairings of L, each pair (earlier entry, later entry) contributing a factor c.

In physics, c and d can be the two-point functions of two independent, zero-mean free bosonic fields φ and χ in Gaussian states, such as vacuum or thermal states, and c + d is then that of φ + χ. Expanding a product of factors φ + χ assigns each insertion to φ or to χ, which is the choice of S. The identity applies, for example, to the correlators of the total force that two independent harmonic baths exert on a system, if this force is linear in the bath displacements and each bath is in the thermal state of its own uncoupled Hamiltonian. The force is then taken in the interaction picture, where the baths evolve freely.

## The Wick recursion and lists of insertions

The type `α` contains the labels of the insertions, such as spacetime points or mode indices, and `R` is the commutative ring of values, for instance the complex numbers. A contraction is any function `α → α → R`. It need not be symmetric, so operator-ordered two-point functions are allowed.

In Lean 4 with Mathlib:

```lean
import Mathlib

namespace IndependentFreeFields

variable {α R : Type*} [CommRing R]
```

Write x :: L for the list with first entry x followed by L, L_j for the entry of L at position j (counted from 0), and L∖j for L with that entry removed. The correlator is defined by contracting the first field with each later one:

haf_c([]) = 1
haf_c(x :: L) = Σ_j c(x, L_j) · haf_c(L∖j)

A single field has no partner, so its hafnian is an empty sum, 0; the same follows for every odd number of fields. There are no fermionic signs. That the correlators of a zero-mean free bosonic field in a Gaussian state obey this recursion is Wick's theorem, which enters here as the definition of the correlator. The closing lines of the code confirm that the recursion ends, because L∖j is shorter than x :: L.

```lean
/-- The recursive hafnian (Wick recursion): the first field is contracted with each later field
in turn, and the remaining fields are treated in the same way. -/
def haf (c : α → α → R) : List α → R
  | [] => 1
  | x :: L => ∑ j : Fin L.length, c x (L.get j) * haf c (L.eraseIdx j)
termination_by L => L.length
decreasing_by
  simp only [List.length_eraseIdx, List.length_cons]
  split <;> omega
```

Restriction selects by position and not by label, so a field that is inserted twice counts as two insertions. Keeping the order matters when c is not symmetric.

```lean
/-- The fields of `L` at the positions in `S`, in their original order. -/
def restrict (L : List α) (S : Finset (Fin L.length)) : List α :=
  ((List.finRange L.length).filter (fun i => decide (i ∈ S))).map L.get
```

Two kinds of sum occur throughout. The first removes one entry:

pickSum f L = Σ_j f(L_j, L∖j)

```lean
/-- The sum of `f` over all ways to take one field out of `L`. -/
def pickSum (f : α → List α → R) (L : List α) : R :=
  ∑ j : Fin L.length, f (L.get j) (L.eraseIdx j)
```

The second distributes the entries between two lists:

splitSum g L = Σ_S g(L|S, L|Sᶜ)

The right-hand side of the main identity is this sum with g(A, B) = haf_c(A) · haf_d(B).

```lean
/-- The sum of `g` over all ways to distribute the fields of `L` between two lists. -/
def splitSum (g : List α → List α → R) (L : List α) : R :=
  ∑ S : Finset (Fin L.length), g (restrict L S) (restrict L Sᶜ)
```

## Separating off the first field

The entry removed from y :: L is either y itself or an entry of L, and in the second case y stays at the front:

pickSum f (y :: L) = f(y, L) + Σ_j f(L_j, y :: (L∖j))

```lean
/-- The sum over ways to take one field out of `y :: L` is the term that takes out `y`, plus the sum
over ways to take one field out of `L`, with `y` kept in front of the remaining ones. -/
theorem pickSum_cons (f : α → List α → R) (y : α) (L : List α) :
    pickSum f (y :: L) = f y L + pickSum (fun z M => f z (y :: M)) L :=
  Fin.sum_univ_succ (fun j : Fin (L.length + 1) => f ((y :: L).get j) ((y :: L).eraseIdx j))
```

In this notation the Wick recursion is a removal sum over the possible partners of x.

```lean
/-- The hafnian contracts the first field with every possible partner. -/
theorem haf_cons (c : α → α → R) (x : α) (L : List α) :
    haf c (x :: L) = pickSum (fun y M => c x y * haf c M) L := by
  rw [haf]
  rfl
```

For the splitting sum, let S be a set of positions in y :: L, and let T = {i : i+1 ∈ S} be the corresponding set of positions in L. Then

(y :: L)|S = y :: (L|T) if 0 ∈ S
(y :: L)|S = L|T if 0 ∉ S

The proof writes the positions of y :: L as 0 followed by the shifted positions of L, and filters the two parts separately.

```lean
/-- If `T` is `S` seen from the second position on, restricting to `S` keeps the first field
exactly when `S` contains the first position, and restricts the other fields to `T`. -/
theorem restrict_cons (y : α) (L : List α) (S : Finset (Fin (L.length + 1)))
    (T : Finset (Fin L.length)) (h : ∀ i : Fin L.length, i.succ ∈ S ↔ i ∈ T) :
    restrict (y :: L) S = if 0 ∈ S then y :: restrict L T else restrict L T := by
  have ht : (((List.finRange L.length).map Fin.succ).filter
      (fun i => decide (i ∈ S))).map (y :: L).get = restrict L T := by
    rw [List.filter_map, List.map_map]
    exact congrArg (List.map L.get) (List.filter_congr fun i _ => by simp [h])
  have h1 : restrict (y :: L) S = ((0 :: (List.finRange L.length).map Fin.succ).filter
      (fun i => decide (i ∈ S))).map (y :: L).get :=
    congrArg (fun l : List (Fin (L.length + 1)) =>
      (l.filter (fun i => decide (i ∈ S))).map (y :: L).get) List.finRange_succ
  rw [h1, List.filter_cons]
  by_cases h0 : (0 : Fin (L.length + 1)) ∈ S
  · rw [if_pos h0, if_pos (decide_eq_true h0)]
    exact congrArg (List.cons y) ht
  · rw [if_neg h0, if_neg (show ¬ decide ((0 : Fin (L.length + 1)) ∈ S) = true by simpa using h0)]
    exact ht
```

Every S arises exactly once from a set T and the decision whether to include 0. With T+1 for the shifted set,

Σ_S F(S) = Σ_T F({0} ∪ (T+1)) + Σ_T F(T+1).

The equivalence `e` in the code is this bijection.

```lean
/-- A sum over all sets of positions among `n + 1` is the sum over the sets that contain the first
position plus the sum over those that do not. -/
theorem sum_subsets_succ {n : ℕ} (F : Finset (Fin (n + 1)) → R) :
    ∑ S, F S = ∑ T : Finset (Fin n), F (insert 0 (T.map (Fin.succEmb n)))
      + ∑ T : Finset (Fin n), F (T.map (Fin.succEmb n)) := by
  let e : Bool × Finset (Fin n) ≃ Finset (Fin (n + 1)) :=
    { toFun := fun p => if p.1 = true then insert 0 (p.2.map (Fin.succEmb n))
        else p.2.map (Fin.succEmb n)
      invFun := fun S => (decide (0 ∈ S), Finset.univ.filter (fun i => i.succ ∈ S))
      left_inv := by
        rintro ⟨b, T⟩
        cases b <;> refine Prod.ext ?_ ?_
        · simp
        · ext i; simp
        · simp
        · ext i; simp
      right_inv := by
        intro S
        ext i
        by_cases h : 0 ∈ S <;> cases i using Fin.cases <;> simp [h] }
  rw [← e.sum_comp, Fintype.sum_prod_type, Fintype.sum_bool]
  rfl
```

If S contains 0, its complement does not, and the other way round. The first field therefore goes to exactly one of the two lists:

splitSum g (y :: L) = Σ_T g(y :: L|T, L|Tᶜ) + Σ_T g(L|T, y :: L|Tᶜ)

```lean
/-- The sum over ways to distribute `y :: L` between two lists is the sum of the terms with `y` at
the front of the first list plus the sum of those with `y` at the front of the second. -/
theorem splitSum_cons (g : List α → List α → R) (y : α) (L : List α) :
    splitSum g (y :: L) = splitSum (fun A B => g (y :: A) B) L
      + splitSum (fun A B => g A (y :: B)) L := by
  unfold splitSum
  refine (sum_subsets_succ (fun S : Finset (Fin (L.length + 1)) =>
    g (restrict (y :: L) S) (restrict (y :: L) Sᶜ))).trans
    (congrArg₂ (· + ·) (Finset.sum_congr rfl fun T _ => ?_) (Finset.sum_congr rfl fun T _ => ?_))
  · exact congrArg₂ g
      ((restrict_cons y L (insert 0 (T.map (Fin.succEmb L.length))) T (by simp)).trans
        (if_pos (by simp)))
      ((restrict_cons y L (insert 0 (T.map (Fin.succEmb L.length)))ᶜ Tᶜ (by simp)).trans
        (if_neg (by simp)))
  · exact congrArg₂ g
      ((restrict_cons y L (T.map (Fin.succEmb L.length)) T (by simp)).trans (if_neg (by simp)))
      ((restrict_cons y L (T.map (Fin.succEmb L.length))ᶜ Tᶜ (by simp)).trans (if_pos (by simp)))
```

## Splitting and removing in either order

Suppose that L is split into A and B, and that an entry z is then removed from A. The result is one distinguished entry, with the others distributed between two lists. Removing z first and then splitting the rest gives the same configurations, each once:

Σ_S Σ_k f(A_k, A∖k, B) = Σ_j Σ_S′ f(L_j, A′, B′)

Here A = L|S and B = L|Sᶜ, while A′ and B′ are the corresponding parts of L∖j for a set S′ of its positions.

The proof is by induction on L. For the empty list both sides are 0. For y :: L, the two recursions turn each side into the same three contributions: y is the distinguished entry, y lies in the first list, or y lies in the second. The last two are instances of the induction hypothesis with y added to an argument of f, which is why the induction keeps f general.

```lean
/-- Distributing the fields and then taking one out of the first list is the same as taking one
field out and then distributing the others. -/
theorem splitSum_pickSum (f : α → List α → List α → R) (L : List α) :
    splitSum (fun A B => pickSum (fun z M => f z M B) A) L
      = pickSum (fun z M => splitSum (fun A B => f z A B) M) L := by
  have hs : ∀ (g h : List α → List α → R) (M : List α),
      splitSum (fun A B => g A B + h A B) M = splitSum g M + splitSum h M :=
    fun _ _ _ => Finset.sum_add_distrib
  have hp : ∀ (g h : α → List α → R) (M : List α),
      pickSum (fun z A => g z A + h z A) M = pickSum g M + pickSum h M :=
    fun _ _ _ => Finset.sum_add_distrib
  induction L generalizing f with
  | nil =>
    have h0 : ∀ g : α → List α → R, pickSum g [] = 0 := fun _ => Fin.sum_univ_zero _
    have hr : ∀ S, restrict ([] : List α) S = [] := fun _ => rfl
    simp only [splitSum, hr, h0, Finset.sum_const_zero]
  | cons y L ih =>
    simp only [splitSum_cons, pickSum_cons, hs, hp, ih]
    ring
```

## Correlators of the summed field

Write H(L) for the right-hand side of the main identity. For the empty list, S = ∅ is the only choice and H([]) = 1 · 1 = haf_(c+d)([]). For x :: L, the first field belongs to the c part or to the d part:

H(x :: L) = Σ_S haf_c(x :: A) · haf_d(B) + Σ_S haf_c(A) · haf_d(x :: B)

In the first sum, apply the Wick recursion to x :: A and exchange the order of splitting and removing:

Σ_S Σ_k c(x, A_k) · haf_c(A∖k) · haf_d(B) = Σ_j c(x, L_j) · H(L∖j)

Exchanging S with Sᶜ brings the second sum to the same form with c and d interchanged. The same exchange shows that H does not change when c and d are interchanged, so the second sum equals Σ_j d(x, L_j) · H(L∖j). Since L∖j is shorter than x :: L, induction on the length gives H(L∖j) = haf_(c+d)(L∖j), and therefore

H(x :: L) = Σ_j (c + d)(x, L_j) · haf_(c+d)(L∖j) = haf_(c+d)(x :: L).

In the code, `hsw` is the exchange of S with its complement, `key` is the displayed evaluation of the first sum, and `ih` is the induction hypothesis.

```lean
/-- The hafnian of `c + d` is the sum, over all sets `S` of positions, of the `c`-hafnian on `S`
times the `d`-hafnian on the complement. -/
theorem haf_add (c d : α → α → R) (L : List α) :
    haf (c + d) L = ∑ S : Finset (Fin L.length),
      haf c (restrict L S) * haf d (restrict L Sᶜ) := by
  change _ = splitSum (fun A B => haf c A * haf d B) L
  -- exchanging `S` with its complement exchanges the two factors
  have hsw : ∀ (a b : List α → R) (M : List α),
      splitSum (fun A B => a A * b B) M = splitSum (fun A B => b A * a B) M := fun a b M =>
    Fintype.sum_bijective compl (Function.Involutive.bijective compl_compl) _ _
      (fun S => by simp only [compl_compl]; exact mul_comm _ _)
  induction hn : L.length using Nat.strong_induction_on generalizing L with
  | _ n ih =>
    cases L with
    | nil =>
      have hr : ∀ S, restrict ([] : List α) S = [] := fun _ => rfl
      simp [splitSum, hr, haf]
    | cons x L =>
      -- the partner of the first field lies in the same part
      have key : ∀ a b : α → α → R, splitSum (fun A B => haf a (x :: A) * haf b B) L
          = pickSum (fun y M => a x y * splitSum (fun A B => haf a A * haf b B) M) L := by
        intro a b
        have h := splitSum_pickSum (fun y A B => a x y * (haf a A * haf b B)) L
        simpa only [haf_cons, pickSum, splitSum, Finset.sum_mul, Finset.mul_sum, mul_assoc] using h
      rw [splitSum_cons, hsw (haf c) (fun B => haf d (x :: B)) L, key c d, key d c, haf_cons]
      unfold pickSum
      rw [← Finset.sum_add_distrib]
      refine Finset.sum_congr rfl fun j _ => ?_
      have hlt : (L.eraseIdx j).length < n := by
        have := (List.eraseIdx_sublist L j.val).length_le
        simp only [List.length_cons] at hn
        omega
      beta_reduce
      rw [ih _ hlt _ rfl, hsw (haf d) (haf c)]
      simp only [Pi.add_apply]
      ring
```

For four insertions there are 16 sets S. The eight with an odd number of elements contribute 0, the empty and the full set give the two separate four-point functions, and the six two-element sets give the mixed terms. The code obtains the formula directly, by unrolling the recursion on both sides.

```lean
/-- The hafnian of `c + d` on four fields is the sum of the `c`-hafnian, the `d`-hafnian and six
products of one `c`-contraction and one `d`-contraction. -/
theorem haf_add_four (c d : α → α → R) (w x y z : α) :
    haf (c + d) [w, x, y, z] = haf c [w, x, y, z] + haf d [w, x, y, z]
      + (c w x * d y z + d w x * c y z) + (c w y * d x z + d w y * c x z)
      + (c w z * d x y + d w z * c x y) := by
  have h0 : ∀ f : α → List α → R, pickSum f [] = 0 := fun _ => Fin.sum_univ_zero _
  have h1 : ∀ a : α → α → R, haf a [] = 1 := fun a => by rw [haf]
  simp only [haf_cons, pickSum_cons, h0, h1, Pi.add_apply]
  ring
```

## Two species without mutual contractions

Independence can also be expressed with a single contraction c on labels of two species, told apart by a Boolean function p. Write L_p for the sublist of entries with p true, and L_q for the sublist of the others. If f(z, A, B) = 0 whenever p(z) is false, only entries of species p contribute to a removal sum, and removing one of them leaves L_q unchanged:

Σ_j f(L_j, (L∖j)_p, (L∖j)_q) = Σ_k f((L_p)_k, L_p∖k, L_q)

The proof goes through L entry by entry and distinguishes the two values of `p y`.

```lean
/-- If only fields of species `p` contribute, taking one field out of the whole list amounts to
taking it out of the sublist of species `p`. -/
theorem pickSum_filter (p : α → Bool) (f : α → List α → List α → R)
    (hf : ∀ z A B, p z = false → f z A B = 0) (L : List α) :
    pickSum (fun z M => f z (M.filter p) (M.filter fun a => !p a)) L
      = pickSum (fun z A => f z A (L.filter fun a => !p a)) (L.filter p) := by
  induction L generalizing f with
  | nil => exact (Fin.sum_univ_zero _).trans (Fin.sum_univ_zero _).symm
  | cons y L ih =>
    rw [pickSum_cons]
    cases hy : p y
    · have h := ih (fun z A B => f z A (y :: B)) (fun z A B hz => hf z A (y :: B) hz)
      simpa [List.filter_cons, hy, hf y _ _ hy] using h
    · have h := ih (fun z A B => f z (y :: A) B) (fun z A B hz => hf z (y :: A) B hz)
      simpa [List.filter_cons, hy, pickSum_cons] using h
```

Now let c(a, b) = 0 whenever a and b belong to different species. Then

haf_c(L) = haf_c(L_p) · haf_c(L_q).

For the empty list both sides are 1. For a non-empty list, suppose first that the leading field x has p(x) true, and let L be the list of the remaining fields. By induction on the length and the previous step,

haf_c(x :: L) = Σ_j c(x, L_j) · haf_c((L∖j)_p) · haf_c((L∖j)_q)
= Σ_k c(x, (L_p)_k) · haf_c(L_p∖k) · haf_c(L_q)
= haf_c(x :: L_p) · haf_c(L_q).

If p(x) is false, the same argument applies with the two species interchanged.

```lean
/-- If contractions between two species of fields vanish, the correlator of any list of fields
is the product of the correlators of the two species. -/
theorem haf_independent (c : α → α → R) (p : α → Bool)
    (hp : ∀ a b, p a ≠ p b → c a b = 0) (L : List α) :
    haf c L = haf c (L.filter p) * haf c (L.filter fun a => !p a) := by
  have main : ∀ n, ∀ L : List α, L.length = n → ∀ q : α → Bool,
      (∀ a b, q a ≠ q b → c a b = 0) →
      haf c L = haf c (L.filter q) * haf c (L.filter fun a => !q a) := by
    intro n
    induction n using Nat.strong_induction_on with
    | _ n ih =>
      intro L hn p hp
      cases L with
      | nil => simp [haf]
      | cons x L =>
        -- the first field finds its partner within its own species
        have key : ∀ q : α → Bool, (∀ a b, q a ≠ q b → c a b = 0) → q x = true →
            haf c (x :: L) = haf c ((x :: L).filter q)
              * haf c ((x :: L).filter fun a => !q a) := by
          intro q hq hx
          have h := pickSum_filter q (fun y A B => c x y * (haf c A * haf c B))
            (fun y A B hy => by rw [hq x y (by simp [hx, hy]), zero_mul]) L
          have hl : haf c (x :: L) = pickSum (fun y M => c x y *
              (haf c (M.filter q) * haf c (M.filter fun a => !q a))) L := by
            rw [haf_cons]
            refine Finset.sum_congr rfl fun j _ => ?_
            have hlt : (L.eraseIdx j).length < n := by
              have := (List.eraseIdx_sublist L j.val).length_le
              simp only [List.length_cons] at hn
              omega
            exact congrArg (c x (L.get j) * ·) (ih _ hlt _ rfl q hq)
          have f1 : (x :: L).filter q = x :: L.filter q := by simp [hx]
          have f2 : ((x :: L).filter fun a => !q a) = L.filter fun a => !q a := by simp [hx]
          rw [hl, h, f1, f2, haf_cons]
          simp only [pickSum, Finset.sum_mul, mul_assoc]
        cases hx : p x
        · have h := key (fun a => !p a) (fun a b hab => hp a b (fun e => hab (by simp [e])))
            (by simp [hx])
          rw [h, mul_comm]
          simp only [Bool.not_not]
        · exact key p hp hx
  exact main _ L rfl p hp

end IndependentFreeFields
```

The factorisation fails if mutual contractions are allowed. Take one field a of the first species and one field b of the second, with c(a, b) = 1 in the integers. Then haf_c([a, b]) = 1, whereas haf_c([a]) · haf_c([b]) = 0 · 0 = 0.

```lean
#print axioms IndependentFreeFields.splitSum_cons
#print axioms IndependentFreeFields.haf_add
#print axioms IndependentFreeFields.haf_add_four
#print axioms IndependentFreeFields.haf_independent
```

```
'IndependentFreeFields.splitSum_cons' depends on axioms: [propext, Classical.choice, Quot.sound]
'IndependentFreeFields.haf_add' depends on axioms: [propext, Classical.choice, Quot.sound]
'IndependentFreeFields.haf_add_four' depends on axioms: [propext, Classical.choice, Quot.sound]
'IndependentFreeFields.haf_independent' depends on axioms: [propext, Classical.choice, Quot.sound]
```
